# The mean-field classical Heisenberg ferromagnet orders exactly when $kT<zJ/3$

Take one classical unit spin in a weak field of reduced strength $x$ (field energy divided by $kT$). Let $u=\cos\theta$ be its component along the field. On the sphere $u$ is uniform over $[-1,1]$, so to first order in $x$

$$\langle u\rangle\approx\frac{\int_{-1}^1 u(1+xu)\,du}{\int_{-1}^1(1+xu)\,du}=\frac{x}{3}.$$

Now let the field come from $z$ neighbours with the same average alignment $m$. For energy $-J\,\mathbf S\cdot\mathbf S'$ per neighbour pair, $x=Km$ with $K=zJ/(kT)$. A small alignment $m$ produces a response $Km/3$, which exceeds $m$ when $K>3$. The full nonlinear equation has the same threshold.

In Lean 4 with Mathlib:

```lean
import Mathlib

open Real Set

namespace HeisenbergMeanField

noncomputable section
```

## The spin, its field and its neighbours

The response at any field strength is the Langevin function $L(x)=\coth x-1/x$.

```lean
/-- The Langevin function `L(x) = coth x - 1/x`. -/
def langevin (x : ℝ) : ℝ := cosh x / sinh x - 1 / x
```

It should equal the Boltzmann average of $u$ with weight $e^{xu}$, which is defined separately.

```lean
/-- Boltzmann average of `u = cos θ` for a classical unit spin in a field of reduced
strength `x`; on the sphere `u` is uniformly distributed over `[-1, 1]`. -/
def thermalAlignment (x : ℝ) : ℝ :=
  (∫ u in (-1 : ℝ)..1, u * exp (x * u)) / ∫ u in (-1 : ℝ)..1, exp (x * u)
```

Mean-field order means a solution $m>0$ of $m=L(Km)$. In `IsOrdered`, `kT` is a single real variable and $m$ is measured relative to full alignment. Replacing the neighbours by their average is assumed here, not derived from the lattice Hamiltonian; correlations between spins are neglected.

```lean
/-- `m` is a positive mean-field magnetisation for `z` neighbours, exchange constant `J` and thermal
energy `kT`. -/
def IsOrdered (z : ℕ) (J kT m : ℝ) : Prop :=
  0 < m ∧ m = langevin (z * J / kT * m)
```

On the simple cubic lattice, with the lattice constant as unit of length, the neighbours of the origin are the integer points with $r^2=1$.

```lean
/-- The sites of the simple cubic lattice at unit distance from the origin. -/
def cubicNeighbours : Finset (ℤ × ℤ × ℤ) :=
  (Finset.Icc (-1) 1 ×ˢ (Finset.Icc (-1) 1 ×ˢ Finset.Icc (-1) 1)).filter
    fun r => r.1 * r.1 + r.2.1 * r.2.1 + r.2.2 * r.2.2 = 1
```

## Bounds on the response

If $f$ is differentiable on $\mathbb R$, $f(0)=0$ and $f'>0$ for $x>0$, then $f$ increases strictly on $[0,\infty)$ and is positive for $x>0$.

```lean
/-- A differentiable function on `ℝ` that vanishes at zero and has positive derivative for `x > 0`
is positive for `x > 0`. -/
theorem pos_of_deriv_pos {f f' : ℝ → ℝ} (h0 : f 0 = 0)
    (hf : ∀ x, HasDerivAt f (f' x) x) (hp : ∀ x, 0 < x → 0 < f' x)
    {x : ℝ} (hx : 0 < x) : 0 < f x := by
  have hm : StrictMonoOn f (Ici 0) := by
    apply strictMonoOn_of_deriv_pos (convex_Ici 0)
    · exact fun y _ => (hf y).continuousAt.continuousWithinAt
    · intro y hy
      rw [interior_Ici] at hy
      rw [(hf y).deriv]
      exact hp y hy
  have h := hm (mem_Ici.2 le_rfl) (mem_Ici.2 hx.le) hx
  rwa [h0] at h
```

Apply this in turn to

$$\begin{aligned}A&=x\cosh x-\sinh x, & A'&=x\sinh x,\\ B&=(x^2+3)\sinh x-3x\cosh x, & B'&=xA,\\ C&=(x^3+15x)\cosh x-(6x^2+15)\sinh x, & C'&=xB.\end{aligned}$$

All three vanish at zero, so all are positive for $x>0$. In the code, `ring` confirms each derivative.

```lean
/-- Three hyperbolic inequalities for `x > 0`. -/
theorem hyperbolic_ladder {x : ℝ} (hx : 0 < x) :
    0 < x * cosh x - sinh x ∧
    0 < (x * x + 3) * sinh x - 3 * (x * cosh x) ∧
    0 < (x * (x * x + 15)) * cosh x - (6 * (x * x) + 15) * sinh x := by
  have hA : ∀ y : ℝ, 0 < y → 0 < y * cosh y - sinh y := fun y hy =>
    pos_of_deriv_pos (f := fun t => t * cosh t - sinh t) (f' := fun t => t * sinh t)
      (by simp)
      (fun t => (((hasDerivAt_id' t).fun_mul (hasDerivAt_cosh t)).fun_sub
        (hasDerivAt_sinh t)).congr_deriv (by ring))
      (fun t ht => mul_pos ht (sinh_pos_iff.2 ht)) hy
  have hB : ∀ y : ℝ, 0 < y → 0 < (y * y + 3) * sinh y - 3 * (y * cosh y) := fun y hy =>
    pos_of_deriv_pos (f := fun t => (t * t + 3) * sinh t - 3 * (t * cosh t))
      (f' := fun t => t * (t * cosh t - sinh t)) (by simp)
      (fun t => (((((hasDerivAt_id' t).fun_mul (hasDerivAt_id' t)).add_const 3).fun_mul
        (hasDerivAt_sinh t)).fun_sub (((hasDerivAt_id' t).fun_mul
        (hasDerivAt_cosh t)).const_mul 3)).congr_deriv (by ring))
      (fun t ht => mul_pos ht (hA t ht)) hy
  refine ⟨hA x hx, hB x hx, ?_⟩
  exact pos_of_deriv_pos
    (f := fun t => (t * (t * t + 15)) * cosh t - (6 * (t * t) + 15) * sinh t)
    (f' := fun t => t * ((t * t + 3) * sinh t - 3 * (t * cosh t))) (by simp)
    (fun t => ((((hasDerivAt_id' t).fun_mul (((hasDerivAt_id' t).fun_mul
      (hasDerivAt_id' t)).add_const 15)).fun_mul (hasDerivAt_cosh t)).fun_sub
      (((((hasDerivAt_id' t).fun_mul (hasDerivAt_id' t)).const_mul 6).add_const 15).fun_mul
      (hasDerivAt_sinh t))).congr_deriv (by ring))
    (fun t ht => mul_pos ht (hB t ht)) hx
```

Over a common denominator, $L(x)=A/(x\sinh x)$.

```lean
/-- The Langevin function over a common denominator. -/
theorem langevin_eq {x : ℝ} (hx : 0 < x) :
    langevin x = (x * cosh x - sinh x) / (x * sinh x) := by
  unfold langevin
  rw [div_sub_div _ _ (sinh_pos_iff.2 hx).ne' hx.ne']
  congr 1 <;> ring
```

The two integrals in the thermal average follow from explicit antiderivatives:

$$\int_{-1}^1e^{xu}du=\frac{2\sinh x}{x},\qquad \int_{-1}^1ue^{xu}du=\frac{2\cosh x}{x}-\frac{2\sinh x}{x^2}.$$

Their ratio is $L(x)$.

```lean
/-- For `x > 0` the thermal alignment of a classical spin in a field of reduced strength `x` is the
Langevin function `L(x)`. -/
theorem thermalAlignment_eq_langevin {x : ℝ} (hx : 0 < x) :
    thermalAlignment x = langevin x := by
  have hx0 := hx.ne'
  have hs := (sinh_pos_iff.2 hx).ne'
  have d1 : ∀ u : ℝ, HasDerivAt (fun u => exp (x * u) / x) (exp (x * u)) u := fun u =>
    ((((hasDerivAt_id' u).const_mul x).exp).div_const x).congr_deriv (by field_simp)
  have d2 : ∀ u : ℝ, HasDerivAt (fun u => u * (exp (x * u) / x) - exp (x * u) / x / x)
      (u * exp (x * u)) u := fun u =>
    (((hasDerivAt_id' u).fun_mul (d1 u)).fun_sub ((d1 u).div_const x)).congr_deriv (by ring)
  -- the partition function and the unnormalised average
  have i1 : ∫ u in (-1 : ℝ)..1, exp (x * u) = 2 * sinh x / x := by
    rw [intervalIntegral.integral_eq_sub_of_hasDerivAt (fun u _ => d1 u)
      (Continuous.intervalIntegrable (by fun_prop) _ _), sinh_eq, mul_one, mul_neg_one]
    ring
  have i2 : ∫ u in (-1 : ℝ)..1, u * exp (x * u) = 2 * cosh x / x - 2 * sinh x / x / x := by
    rw [intervalIntegral.integral_eq_sub_of_hasDerivAt (fun u _ => d2 u)
      (Continuous.intervalIntegrable (by fun_prop) _ _), sinh_eq, cosh_eq, mul_one,
      mul_neg_one]
    ring
  rw [thermalAlignment, i1, i2, langevin_eq hx]
  field_simp
```

Clearing denominators turns each bound into an inequality already available:

- $L>0$ is $A>0$.
- $L<x/3$ is $3A<x^2\sinh x$, that is, $B>0$.
- $L>5x/(15+x^2)$ is $(15+x^2)A>5x^2\sinh x$, that is, $C>0$.
- $L<1$ is $x(\cosh x-\sinh x)<\sinh x$, which holds because $xe^{-x}<x<\sinh x$.

```lean
/-- For `x > 0` the Langevin function lies strictly between `5x/(15 + x²)` and `x/3`, and
strictly between 0 and 1. -/
theorem langevin_bounds {x : ℝ} (hx : 0 < x) :
    0 < langevin x ∧ langevin x < min 1 (x / 3) ∧ 5 * x / (15 + x ^ 2) < langevin x := by
  obtain ⟨hA, hB, hC⟩ := hyperbolic_ladder hx
  have hD : 0 < x * sinh x := mul_pos hx (sinh_pos_iff.2 hx)
  rw [langevin_eq hx]
  refine ⟨div_pos hA hD, lt_min ?_ ?_, ?_⟩
  · -- saturation: x exp(-x) < x < sinh x
    have h1 : 0 < sinh x - x :=
      pos_of_deriv_pos (f := fun t => sinh t - t) (f' := fun t => cosh t - 1) (by simp)
        (fun t => (hasDerivAt_sinh t).fun_sub (hasDerivAt_id' t))
        (fun t ht => sub_pos.2 (one_lt_cosh.2 ht.ne')) hx
    have h2 : cosh x - sinh x < 1 := by
      rw [cosh_sub_sinh]
      exact Real.exp_lt_one_iff.2 (by linarith)
    rw [div_lt_one hD]
    nlinarith [mul_lt_mul_of_pos_left h2 hx]
  · rw [div_lt_div_iff₀ hD (by norm_num)]
    nlinarith [hB]
  · rw [div_lt_div_iff₀ (by positivity) hD]
    nlinarith [hC]
```

## The ratio of alignment to field

Since $L(x)/x=A/(x^2\sinh x)$, the quotient rule gives a derivative with positive denominator and numerator

$$-x\left(x^2+x\sinh x\cosh x-2\sinh^2x\right)=-\tfrac{x}{4}D(2x),$$

where $D(y)=y^2+y\sinh y-4\cosh y+4$. Differentiating,

$$\begin{aligned}D'&=2y+y\cosh y-3\sinh y,\\ D''&=2+y\sinh y-2\cosh y,\\ D'''&=y\cosh y-\sinh y>0\quad(y>0).\end{aligned}$$

As $D$, $D'$ and $D''$ vanish at zero, three uses of the positivity principle give $D>0$. These are `h2`, `h1` and `h0`, and $L(x)/x$ decreases strictly.

```lean
/-- The ratio `L(x)/x` of alignment to field decreases strictly for `x > 0`. -/
theorem langevin_div_strictAntiOn : StrictAntiOn (fun x => langevin x / x) (Ioi 0) := by
  have h2 : ∀ y : ℝ, 0 < y → 0 < 2 + y * sinh y - 2 * cosh y := fun y hy =>
    pos_of_deriv_pos (f := fun t => 2 + t * sinh t - 2 * cosh t)
      (f' := fun t => t * cosh t - sinh t) (by simp)
      (fun t => ((((hasDerivAt_id' t).fun_mul (hasDerivAt_sinh t)).const_add 2).fun_sub
        ((hasDerivAt_cosh t).const_mul 2)).congr_deriv (by ring))
      (fun t ht => (hyperbolic_ladder ht).1) hy
  have h1 : ∀ y : ℝ, 0 < y → 0 < 2 * y + y * cosh y - 3 * sinh y := fun y hy =>
    pos_of_deriv_pos (f := fun t => 2 * t + t * cosh t - 3 * sinh t)
      (f' := fun t => 2 + t * sinh t - 2 * cosh t) (by simp)
      (fun t => ((((hasDerivAt_id' t).const_mul 2).fun_add ((hasDerivAt_id' t).fun_mul
        (hasDerivAt_cosh t))).fun_sub ((hasDerivAt_sinh t).const_mul 3)).congr_deriv
        (by ring)) h2 hy
  have h0 : ∀ y : ℝ, 0 < y → 0 < y * y + y * sinh y - 4 * cosh y + 4 := fun y hy =>
    pos_of_deriv_pos (f := fun t => t * t + t * sinh t - 4 * cosh t + 4)
      (f' := fun t => 2 * t + t * cosh t - 3 * sinh t) (by simp)
      (fun t => (((((hasDerivAt_id' t).fun_mul (hasDerivAt_id' t)).fun_add
        ((hasDerivAt_id' t).fun_mul (hasDerivAt_sinh t))).fun_sub
        ((hasDerivAt_cosh t).const_mul 4)).add_const 4).congr_deriv (by ring)) h1 hy
  have hd : ∀ y : ℝ, 0 < y → HasDerivAt
      (fun t => (t * cosh t - sinh t) / (t * t * sinh t))
      ((y * sinh y * (y * y * sinh y) - (y * cosh y - sinh y) *
        (2 * y * sinh y + y * y * cosh y)) / (y * y * sinh y) ^ 2) y := fun y hy =>
    ((((hasDerivAt_id' y).fun_mul (hasDerivAt_cosh y)).fun_sub (hasDerivAt_sinh y)).fun_div
      (((hasDerivAt_id' y).fun_mul (hasDerivAt_id' y)).fun_mul (hasDerivAt_sinh y))
      (mul_pos (mul_pos hy hy) (sinh_pos_iff.2 hy)).ne').congr_deriv (by ring)
  have hanti : StrictAntiOn (fun t => (t * cosh t - sinh t) / (t * t * sinh t)) (Ioi 0) := by
    apply strictAntiOn_of_deriv_neg (convex_Ioi 0)
    · exact fun y hy => (hd y hy).continuousAt.continuousWithinAt
    · intro y hy
      rw [interior_Ioi] at hy
      have hy' : 0 < y := hy
      have hs := sinh_pos_iff.2 hy'
      rw [(hd y hy').deriv]
      apply div_neg_of_neg_of_pos _ (by positivity)
      -- the numerator is a negative multiple of the function in `h0` at `2y`
      have h := h0 (2 * y) (by linarith)
      rw [sinh_two_mul, cosh_two_mul] at h
      have hc := cosh_sq y
      have hq : 0 < y * (y ^ 2 + y * sinh y * cosh y - 2 * sinh y ^ 2) :=
        mul_pos hy' (by nlinarith)
      linear_combination hq - y ^ 3 * hc
  refine hanti.congr fun y hy => ?_
  have hy' : 0 < y := hy
  change _ = langevin y / y
  rw [langevin_eq hy', div_div]
  ring
```

## The threshold and the magnetisation

If $m>0$ solves the equation, then $m=L(Km)<Km/3$, so $K>3$.

Conversely, let $K>3$ and $a=\sqrt{5(K-3)}$. Then $15+a^2=5K$, and the lower bound gives $L(a)>a/K$. At the other end, $L(K)<1=K/K$. Also $a<K$, because $K^2-5K+15>0$. The intermediate value theorem gives a root $x$ of $L(x)=x/K$ between them, and $m=x/K$ is the magnetisation.

```lean
/-- For `K > 0` the equation `m = L(K m)` has a solution `m > 0` exactly when `K > 3`. -/
theorem selfConsistent_iff {K : ℝ} (hK : 0 < K) :
    (∃ m, 0 < m ∧ m = langevin (K * m)) ↔ 3 < K := by
  constructor
  · rintro ⟨m, hm, h⟩
    have hb := (lt_min_iff.1 (langevin_bounds (mul_pos hK hm)).2.1).2
    rw [← h] at hb
    by_contra hc
    nlinarith [mul_nonneg (sub_nonneg.2 (not_lt.1 hc)) hm.le]
  · intro h3
    -- bracket the root of L(x) = x/K between √(5(K-3)) and K
    set a := √(5 * (K - 3)) with ha
    have ha0 : 0 < a := sqrt_pos.2 (by linarith)
    have hasq : a ^ 2 = 5 * (K - 3) := sq_sqrt (by linarith)
    have haK : a < K := (sqrt_lt' hK).2 (by nlinarith [sq_nonneg (K - 5 / 2)])
    have hcont : ContinuousOn (fun x => langevin x - x / K) (Icc a K) := by
      intro x hx
      have hx0 : 0 < x := ha0.trans_le hx.1
      have hL : ContinuousAt langevin x :=
        (continuous_cosh.continuousAt.div continuous_sinh.continuousAt
          (sinh_pos_iff.2 hx0).ne').sub (continuousAt_const.div continuousAt_id hx0.ne')
      exact (hL.sub (continuousAt_id.div_const K)).continuousWithinAt
    have hlo : a / K < langevin a := by
      have h := (langevin_bounds ha0).2.2
      have he : 5 * a / (15 + a ^ 2) = a / K := by
        rw [hasq, show 15 + 5 * (K - 3) = 5 * K by ring]
        exact mul_div_mul_left a K (by norm_num)
      rwa [he] at h
    have hhi : langevin K < 1 := (lt_min_iff.1 (langevin_bounds hK).2.1).1
    have hmem : (0 : ℝ) ∈ Icc (langevin K - K / K) (langevin a - a / K) := by
      rw [div_self hK.ne']
      constructor <;> linarith
    obtain ⟨x, hx, hroot⟩ := intermediate_value_Icc' haK.le hcont hmem
    have hroot' : langevin x - x / K = 0 := hroot
    refine ⟨x / K, div_pos (ha0.trans_le hx.1) hK, ?_⟩
    rw [show K * (x / K) = x by field_simp]
    linarith
```

For any such $m$, the lower bound reads $m>5Km/(15+K^2m^2)$, hence $m^2>5(K-3)/K^2$; saturation gives $m<1$. Two positive solutions would both have $L(x)/x=1/K$ at $x=Km$, so strict monotonicity makes them equal.

```lean
/-- For `K > 3` there is exactly one magnetisation `m > 0` with `m = L(K m)`, and it
satisfies `5(K - 3)/K² < m²` and `m < 1`. -/
theorem magnetisation_unique_and_bounds {K : ℝ} (h3 : 3 < K) :
    ∃ m, (0 < m ∧ m = langevin (K * m)) ∧ 5 * (K - 3) / K ^ 2 < m ^ 2 ∧ m < 1 ∧
      ∀ n, 0 < n → n = langevin (K * n) → n = m := by
  have hK : 0 < K := by linarith
  obtain ⟨m, hm, h⟩ := (selfConsistent_iff hK).2 h3
  have hb := langevin_bounds (mul_pos hK hm)
  rw [← h] at hb
  refine ⟨m, ⟨hm, h⟩, ?_, (lt_min_iff.1 hb.2.1).1, fun n hn hn' => ?_⟩
  · have hl := hb.2.2
    rw [div_lt_iff₀ (by positivity)] at hl
    have hl' : 5 * K < 15 + (K * m) ^ 2 :=
      lt_of_mul_lt_mul_left (by linarith : m * (5 * K) < m * (15 + (K * m) ^ 2)) hm.le
    rw [div_lt_iff₀ (by positivity)]
    nlinarith
  · -- both solutions have L(x)/x = 1/K
    have he : langevin (K * n) / (K * n) = langevin (K * m) / (K * m) := by
      rw [← hn', ← h]
      field_simp
    exact mul_left_cancel₀ hK.ne' (langevin_div_strictAntiOn.injOn
      (mem_Ioi.2 (mul_pos hK hn)) (mem_Ioi.2 (mul_pos hK hm)) he)
```

With $z$, $J$ and $kT$ positive, $zJ/(kT)>3$ is the same condition as $kT<zJ/3$.

```lean
/-- The classical Heisenberg ferromagnet with `z` neighbours has a positive mean-field magnetisation
exactly when `kT < zJ/3`. -/
theorem ordered_iff {z : ℕ} {J kT : ℝ} (hz : 0 < z) (hJ : 0 < J) (hT : 0 < kT) :
    (∃ m, IsOrdered z J kT m) ↔ kT < z * J / 3 := by
  have hz' : (0 : ℝ) < z := by exact_mod_cast hz
  unfold IsOrdered
  rw [selfConsistent_iff (div_pos (mul_pos hz' hJ) hT), lt_div_iff₀ hT,
    lt_div_iff₀ (by norm_num : (0 : ℝ) < 3), mul_comm]
```

Enumeration by `decide` finds six cubic neighbours, so the threshold is $kT_c=2J$, and at $kT=2J$ itself there is no positive solution.

```lean
/-- A simple cubic site has six nearest neighbours, and the mean-field magnetisation on this lattice
can be positive exactly when `kT < 2J`. -/
theorem simpleCubic_ordered_iff {J kT : ℝ} (hJ : 0 < J) (hT : 0 < kT) :
    cubicNeighbours.card = 6 ∧
      ((∃ m, IsOrdered cubicNeighbours.card J kT m) ↔ kT < 2 * J) := by
  have hc : cubicNeighbours.card = 6 := by decide
  refine ⟨hc, ?_⟩
  rw [hc, ordered_iff (by norm_num) hJ hT,
    show ((6 : ℕ) : ℝ) * J / 3 = 2 * J by push_cast; ring]

end

end HeisenbergMeanField
```

This converts a nearest-neighbour exchange constant, for instance from an electronic-structure calculation, into an estimated ordering temperature for classical spins without correlations. Here $J$ refers to unit spins with each pair counted once; a constant $J'$ defined by the energy $-\sum_{i\ne j}J'\,\mathbf S_i\cdot\mathbf S_j$ over neighbours, which counts each pair twice, enters as $J=2J'$. The theorems concern the self-consistency equation and do not locate the transition of the interacting lattice model.

```lean
#print axioms HeisenbergMeanField.thermalAlignment_eq_langevin
#print axioms HeisenbergMeanField.magnetisation_unique_and_bounds
#print axioms HeisenbergMeanField.ordered_iff
#print axioms HeisenbergMeanField.simpleCubic_ordered_iff
```

```
'HeisenbergMeanField.thermalAlignment_eq_langevin' depends on axioms: [propext, Classical.choice, Quot.sound]
'HeisenbergMeanField.magnetisation_unique_and_bounds' depends on axioms: [propext, Classical.choice, Quot.sound]
'HeisenbergMeanField.ordered_iff' depends on axioms: [propext, Classical.choice, Quot.sound]
'HeisenbergMeanField.simpleCubic_ordered_iff' depends on axioms: [propext, Classical.choice, Quot.sound]
```
